# Differential capacitance from charge fluctuations in a finite double-layer model

Take two electrolyte configurations with equal energy at zero voltage. At electrode voltage $V$ they put charges $a+C_0V$ and $-a+C_0V$ on the electrode, with energies $\mp aV-C_0V^2/2$, which include the contribution of the source that holds the voltage. The common term cancels from the Boltzmann probabilities at inverse temperature $b=1/(k_BT)$, so the mean electrode charge is $a\tanh(baV)+C_0V$. Its slope at $V=0$ is $C_0+ba^2$. The constant $C_0$ is the response of each configuration by itself; $ba^2$ arises because voltage shifts the populations. The problems below treat any finite set of configurations.

### Energies, charges and weights

Configuration $i$ has zero-voltage energy $u_i$ and charge $q_i$, both given as data and not derived from electrostatics. The constant $C_0$ stands for the polarisation response at frozen electrolyte, assumed the same for every configuration. All are real numbers of either sign, stored in `Cell`. Define

$$E_i=u_i-q_iV-\tfrac12C_0V^2,\quad Q_i=q_i+C_0V,\quad w_i=e^{-bE_i}.$$

These are `energy`, `charge` and `weight`. The energy $E_i$ is the one that governs Boltzmann weights at fixed voltage: the stored energy $u_i+\tfrac12C_0V^2$ minus $Q_iV$, the contribution of the voltage source. This is why $C_0V^2/2$ enters with a minus sign.

```lean
import Mathlib

open Finset

namespace DoubleLayerCapacitance

noncomputable section

/-- Electrolyte configurations `i` with energy `u i` at zero voltage, configuration-dependent
electrode charge `q i`, and a constant capacitance `C0`. -/
structure Cell (ι : Type*) where
  u : ι → ℝ
  q : ι → ℝ
  C0 : ℝ

variable {ι : Type*} (D : Cell ι) (b : ℝ)

/-- Energy of configuration `i` at electrode voltage `V`. -/
def Cell.energy (V : ℝ) (i : ι) : ℝ := D.u i - D.q i * V - D.C0 * V ^ 2 / 2

/-- Total electrode charge in configuration `i` at voltage `V`. -/
def Cell.charge (V : ℝ) (i : ι) : ℝ := D.q i + D.C0 * V

/-- Boltzmann weight of configuration `i` at inverse temperature `b` and voltage `V`. -/
def Cell.weight (V : ℝ) (i : ι) : ℝ := Real.exp (-b * D.energy V i)
```

### (a) Charge as an energy derivative

Show that $dE_i/dV=-Q_i$.

Differentiating term by term gives $-q_i-C_0V$.

In Lean, `HasDerivAt f f' V` says that `f` is differentiable at `V` with derivative `f'`. The calculus rules deliver `f'` in whatever form they build. `congr_deriv` exchanges it for the desired expression, given a proof that the two are equal, here by `ring`. Most derivative proofs below use this device, which separates calculus from algebra; (f) instead rewrites the target derivative first.

```lean
/-- The electrode charge is minus the derivative of the configuration energy in the voltage. -/
theorem energy_hasDerivAt (V : ℝ) (i : ι) :
    HasDerivAt (fun V => D.energy V i) (-D.charge V i) V := by
  unfold Cell.energy Cell.charge
  have h1 := (hasDerivAt_id' V).const_mul (D.q i)
  have h2 : HasDerivAt (fun x : ℝ => x ^ 2) (2 * V) V := by
    simpa using hasDerivAt_pow 2 V
  have h := (h1.const_sub (D.u i)).fun_sub ((h2.const_mul D.C0).div_const 2)
  exact h.congr_deriv (by ring)
```

### (b) Response of a weight

Show that $dw_i/dV=bQ_iw_i$.

By the chain rule and (a), $dw_i/dV=-b(-Q_i)w_i$.

```lean
lemma weight_hasDerivAt (V : ℝ) (i : ι) :
    HasDerivAt (fun V => D.weight b V i) (b * (D.charge V i * D.weight b V i)) V := by
  have h := ((energy_hasDerivAt D V i).const_mul (-b)).exp
  exact h.congr_deriv (by simp only [Cell.weight]; ring)
```

### Averages over a finite set

`Fintype ι` makes the set of configurations finite. Define

$$Z=\sum_iw_i,\quad \langle f\rangle=\frac1Z\sum_if_iw_i,\quad \mathrm{Var}(f)=\langle(f-\langle f\rangle)^2\rangle,\quad F=-\frac{\log Z}{b}.$$

```lean
variable [Fintype ι]

/-- Partition function at fixed voltage. -/
def Cell.partitionFn (V : ℝ) : ℝ := ∑ i, D.weight b V i

/-- Boltzmann average of an observable `f`, for a nonempty set of configurations. -/
def Cell.average (V : ℝ) (f : ι → ℝ) : ℝ :=
  (∑ i, f i * D.weight b V i) / D.partitionFn b V

/-- Boltzmann variance: the average squared deviation of `f` from its average,
for a nonempty set of configurations. -/
def Cell.variance (V : ℝ) (f : ι → ℝ) : ℝ :=
  D.average b V (fun i => (f i - D.average b V f) ^ 2)

/-- Free energy `-log Z / b` at fixed voltage, for nonzero `b` and a nonempty set of
configurations. -/
def Cell.freeEnergy (V : ℝ) : ℝ := -(1 / b) * Real.log (D.partitionFn b V)
```

### (c) Positive partition function

For a nonempty set, show that $Z>0$.

It is a nonempty sum of positive exponentials. `Nonempty ι` carries this hypothesis from here on where needed.

```lean
lemma partitionFn_pos [Nonempty ι] (V : ℝ) : 0 < D.partitionFn b V :=
  Finset.sum_pos (fun _ _ => Real.exp_pos _) Finset.univ_nonempty
```

### (d) Linearity

Show that $\langle f+cg\rangle=\langle f\rangle+c\langle g\rangle$ for constant $c$.

Split $\sum_i(f_i+cg_i)w_i$ into two sums and divide by $Z$.

```lean
lemma average_add_mul (V c : ℝ) (f g : ι → ℝ) :
    D.average b V (fun i => f i + c * g i) = D.average b V f + c * D.average b V g := by
  simp only [Cell.average]
  rw [← mul_div_assoc, ← add_div, Finset.mul_sum, ← Finset.sum_add_distrib]
  congr 1
  exact Finset.sum_congr rfl fun i _ => by ring
```

### (e) Average of a constant

Show that $\langle c\rangle=c$.

The numerator is $cZ$, and $Z\ne0$ by (c).

```lean
lemma average_const [Nonempty ι] (V c : ℝ) : D.average b V (fun _ => c) = c := by
  simp only [Cell.average]
  rw [← Finset.mul_sum]
  exact mul_div_cancel_right₀ c (partitionFn_pos D b V).ne'
```

### (f) Response of the partition function

Show that $dZ/dV=b\sum_iQ_iw_i$.

Sum (b) over $i$.

```lean
lemma partitionFn_hasDerivAt (V : ℝ) :
    HasDerivAt (fun V => D.partitionFn b V) (b * ∑ i, D.charge V i * D.weight b V i) V := by
  unfold Cell.partitionFn
  rw [Finset.mul_sum]
  exact HasDerivAt.fun_sum fun i _ => weight_hasDerivAt D b V i
```

### (g) Charge from the free energy

For $b>0$, show that $dF/dV=-\langle Q\rangle$.

By (f),

$$\frac{dF}{dV}=-\frac1b\frac{Z'}{Z}=-\frac1b\,\frac{b\sum_iQ_iw_i}{Z}=-\langle Q\rangle.$$

The local fact `alg` cancels $b$.

```lean
/-- The voltage derivative of the free energy is minus the average electrode charge. -/
theorem freeEnergy_hasDerivAt [Nonempty ι] (hb : 0 < b) (V : ℝ) :
    HasDerivAt (fun V => D.freeEnergy b V) (-D.average b V (D.charge V)) V := by
  have alg : ∀ S Z : ℝ, -(1 / b) * (b * S / Z) = -(S / Z) := by
    intro S Z
    rw [mul_div_assoc, ← mul_assoc, neg_mul, one_div, inv_mul_cancel₀ hb.ne']
    ring
  have h := ((partitionFn_hasDerivAt D b V).log (partitionFn_pos D b V).ne').const_mul (-(1 / b))
  exact h.congr_deriv (alg _ _)
```

### (h) Response of a fixed observable

For $f$ independent of $V$, show that

$$\frac{d\langle f\rangle}{dV}=b\bigl(\langle fQ\rangle-\langle f\rangle\langle Q\rangle\bigr).$$

Let $N=\sum_if_iw_i$, so $N'=b\sum_if_iQ_iw_i$ (`hN`). The quotient rule gives

$$\frac{N'Z-NZ'}{Z^2}=\frac{N'}{Z}-\frac NZ\frac{Z'}{Z},$$

which is the claim after inserting (f).

```lean
/-- The voltage derivative of the average of a fixed observable is `b` times its Boltzmann
covariance with the electrode charge. -/
theorem average_hasDerivAt [Nonempty ι] (f : ι → ℝ) (V : ℝ) :
    HasDerivAt (fun V => D.average b V f)
      (b * (D.average b V (fun i => f i * D.charge V i)
        - D.average b V f * D.average b V (D.charge V))) V := by
  have hN : HasDerivAt (fun V => ∑ i, f i * D.weight b V i)
      (b * ∑ i, f i * D.charge V i * D.weight b V i) V := by
    have h : HasDerivAt (fun V => ∑ i, f i * D.weight b V i)
        (∑ i, f i * (b * (D.charge V i * D.weight b V i))) V :=
      HasDerivAt.fun_sum fun i _ => (weight_hasDerivAt D b V i).const_mul (f i)
    refine h.congr_deriv ?_
    rw [Finset.mul_sum]
    exact Finset.sum_congr rfl fun i _ => by ring
  -- the quotient rule produces the covariance
  have alg : ∀ N S T Z : ℝ, Z ≠ 0 →
      (b * S * Z - N * (b * T)) / Z ^ 2 = b * (S / Z - N / Z * (T / Z)) := by
    intro N S T Z hZ
    field_simp
  have hZ := (partitionFn_pos D b V).ne'
  exact (hN.fun_div (partitionFn_hasDerivAt D b V) hZ).congr_deriv (alg _ _ _ _ hZ)
```

### (i) Variance from two averages

Show that $\mathrm{Var}(f)=\langle f^2\rangle-\langle f\rangle^2$.

With $m=\langle f\rangle$, (d) and (e) give $\langle f^2-2mf+m^2\rangle=\langle f^2\rangle-2m^2+m^2$. Lean's `generalize` likewise names the mean $m$ before expanding.

```lean
/-- The variance is the mean square minus the squared mean. -/
theorem variance_eq [Nonempty ι] (V : ℝ) (f : ι → ℝ) :
    D.variance b V f = D.average b V (fun i => f i ^ 2) - D.average b V f ^ 2 := by
  unfold Cell.variance
  generalize hm : D.average b V f = m
  have e : (fun i => (f i - m) ^ 2) = fun i => (f i ^ 2 + (-2 * m) * f i) + m ^ 2 * 1 := by
    funext i
    ring
  rw [e, average_add_mul D b V (m ^ 2) (fun i => f i ^ 2 + (-2 * m) * f i) (fun _ => 1),
    average_add_mul D b V (-2 * m) (fun i => f i ^ 2) f, average_const, hm]
  ring
```

### (j) Mean electrode charge

Show that $\langle Q\rangle=\langle q\rangle+C_0V$.

At fixed $V$, $C_0V$ is constant over configurations; apply (d) and (e).

```lean
/-- The average electrode charge is the average of `q` plus `C0 * V`. -/
theorem average_charge [Nonempty ι] (V : ℝ) :
    D.average b V (D.charge V) = D.average b V D.q + D.C0 * V := by
  have e : D.charge V = fun i => D.q i + (D.C0 * V) * 1 := by
    funext i
    simp only [Cell.charge, mul_one]
  rw [e, average_add_mul D b V (D.C0 * V) D.q (fun _ => 1), average_const, mul_one]
```

### (k) Differential capacitance

Show that, for every real $V$ and $b$,

$$\frac{d\langle Q\rangle}{dV}=C_0+b\,\mathrm{Var}(q).$$

Since $Q$ depends on $V$, first use (j), then apply (h) to the fixed $q$:

$$\frac{d\langle Q\rangle}{dV}=C_0+b\bigl(\langle q^2\rangle+C_0V\langle q\rangle-\langle q\rangle^2-C_0V\langle q\rangle\bigr).$$

The shift terms cancel, and (i) finishes. In Lean, `funext` applies (j) at all voltages before differentiating; `e` expands $\langle qQ\rangle$.

For constant-potential simulation, this relates capacitance to sampled charge fluctuations, within a model of finitely many configurations and constant $C_0$. At fixed $V$ the total charge $Q$ differs from $q$ by a constant, so both have the same variance; in this model $C_0$ must be added to the fluctuation term.

```lean
/-- The derivative of the average electrode charge in the voltage is `C0` plus `b` times the
Boltzmann variance of `q`, at every voltage. -/
theorem capacitance_fluctuation [Nonempty ι] (V : ℝ) :
    HasDerivAt (fun V => D.average b V (D.charge V)) (D.C0 + b * D.variance b V D.q) V := by
  rw [funext (average_charge D b)]
  have h := (average_hasDerivAt D b D.q V).fun_add ((hasDerivAt_id' V).const_mul D.C0)
  refine h.congr_deriv ?_
  -- the common shift `C0 * V` drops out of the covariance
  have e : D.average b V (fun i => D.q i * D.charge V i)
      = D.average b V (fun i => D.q i ^ 2) + D.C0 * V * D.average b V D.q := by
    rw [← average_add_mul]
    congr 1
    funext i
    simp only [Cell.charge]
    ring
  rw [e, average_charge, variance_eq]
  ring
```

### (l) Vanishing variance

Show that $\mathrm{Var}(f)=0$ exactly when all $f_i$ are equal.

If $\sum_i(f_i-\langle f\rangle)^2w_i=0$, each nonnegative term vanishes; as $w_i>0$, every $f_i=\langle f\rangle$. Conversely, a constant $f$ equals its mean by (e), so its deviations vanish.

```lean
/-- The variance of `f` vanishes exactly when `f` is the same in all configurations. -/
theorem variance_eq_zero_iff [Nonempty ι] (V : ℝ) (f : ι → ℝ) :
    D.variance b V f = 0 ↔ ∀ i j, f i = f j := by
  constructor
  · intro h
    have hs : ∑ i, (f i - D.average b V f) ^ 2 * D.weight b V i = 0 :=
      (div_eq_zero_iff.mp h).resolve_right (partitionFn_pos D b V).ne'
    have hi := (Finset.sum_eq_zero_iff_of_nonneg
      (fun i _ => mul_nonneg (sq_nonneg _) (Real.exp_pos _).le)).mp hs
    -- every weight is positive, so every deviation vanishes
    have hm : ∀ i, f i = D.average b V f := fun i =>
      sub_eq_zero.mp (pow_eq_zero_iff two_ne_zero |>.mp
        ((mul_eq_zero.mp (hi i (Finset.mem_univ i))).resolve_right (Real.exp_pos _).ne'))
    exact fun i j => (hm i).trans (hm j).symm
  · intro h
    obtain ⟨k⟩ := ‹Nonempty ι›
    have hf : f = fun _ => f k := funext fun i => h i k
    have : Nonempty ι := ⟨k⟩
    rw [hf]
    simp only [Cell.variance, average_const]
    ring
```

### (m) Lower bound on the capacitance

For $b>0$, show that $d\langle Q\rangle/dV\ge C_0$, with equality exactly when all $q_i$ are equal.

In (k), $b\,\mathrm{Var}(q)\ge0$, and it vanishes only if $\mathrm{Var}(q)=0$; use (l). Lean writes the slope as `deriv`, whose value (k) supplies.

The condition $b>0$ matters: for the opening pair with $a=1$ at $V=0$, the slope is $C_0+b$. At $b=0$ it equals $C_0$ although the charges differ, and at $b=-1$ it lies below $C_0$. These two values only test the hypothesis; they are not temperatures of a real electrolyte in equilibrium.

```lean
/-- At positive `b` the differential capacitance is at least `C0`, with equality exactly when
all configurations have the same `q`. -/
theorem capacitance_lower_bound [Nonempty ι] (hb : 0 < b) (V : ℝ) :
    D.C0 ≤ deriv (fun V => D.average b V (D.charge V)) V ∧
      (deriv (fun V => D.average b V (D.charge V)) V = D.C0 ↔ ∀ i j, D.q i = D.q j) := by
  rw [(capacitance_fluctuation D b V).deriv, ← variance_eq_zero_iff D b V D.q]
  have hv : 0 ≤ D.variance b V D.q :=
    div_nonneg (Finset.sum_nonneg fun i _ => mul_nonneg (sq_nonneg _) (Real.exp_pos _).le)
      (partitionFn_pos D b V).le
  refine ⟨le_add_of_nonneg_right (mul_nonneg hb.le hv), fun h => ?_, fun h => ?_⟩
  · have h0 : b * D.variance b V D.q = 0 := by linarith
    exact (mul_eq_zero.mp h0).resolve_left hb.ne'
  · rw [h, mul_zero, add_zero]

end

end DoubleLayerCapacitance
```

```lean
#print axioms DoubleLayerCapacitance.freeEnergy_hasDerivAt
#print axioms DoubleLayerCapacitance.capacitance_fluctuation
#print axioms DoubleLayerCapacitance.capacitance_lower_bound
```

```
'DoubleLayerCapacitance.freeEnergy_hasDerivAt' depends on axioms: [propext, Classical.choice, Quot.sound]
'DoubleLayerCapacitance.capacitance_fluctuation' depends on axioms: [propext, Classical.choice, Quot.sound]
'DoubleLayerCapacitance.capacitance_lower_bound' depends on axioms: [propext, Classical.choice, Quot.sound]
```
